# Above its upper edge, a semi-elliptic band has the square-root terminator as its resolvent

Take a band with centre a and hopping b > 0, so that it runs from a − 2b to a + 2b, and give it the density of states

ρ(x) = √(4b² − (x − a)²) / (2πb²).

Its resolvent at a real energy z outside the band is

G(z) = ∫ ρ(x)/(z − x) dx, taken over the band.

In recursion calculations I close the continued fraction with a square-root terminator, and I'm told that for z > a + 2b this is exactly G(z):

G(z) = (z − a − √((z − a)² − 4b²)) / (2b²).

For a = 0 and b = 1 this is (z − √(z² − 4))/2. Can the integral be done by elementary means, with a proof that a machine has checked? I'd also like to see the sign of the root below the band settled.

## An arcsine primitive for the unit band

Set a = 0, b = 1 and z > 2, and write s = √(4 − x²), w = √(z² − 4) and u = (zx − 4)/(2(z − x)). The primitive is

F(x) = z arcsin(x/2) − s − w arcsin(u).

Inside the band, arcsin(x/2) has derivative 1/s and s has derivative −x/s. For the last term,

u′ = (z² − 4) / (2(z − x)²),

1 − u² = (z² − 4)(4 − x²) / (4(z − x)²).

Hence √(1 − u²) = ws/(2(z − x)), and the derivative of w arcsin(u) is (z² − 4)/((z − x)s). Adding the terms gives

F′(x) = (z + x)/s − (z² − 4)/((z − x)s) = (4 − x²)/((z − x)s) = s/(z − x).

At x = 2 both arcsines equal π/2, and at x = −2 both equal −π/2, while s vanishes at each end. So F(2) − F(−2) = π(z − w), and division by 2π gives (z − w)/2.

## Any centre, any hopping, and the other side of the band

Replace x by bx + a. The density becomes √(4 − x²)/(2πb), the denominator becomes b(y − x) with y = (z − a)/b > 2, and dx contributes a factor b. Therefore

G(z) = (1/b) · (y − √(y² − 4))/2 = (z − a − R)/(2b²), where R = √((z − a)² − 4b²).

For z < a − 2b, reflect the energy axis. The resolvent at z is minus the resolvent at −z of a band centred at −a, and −z lies above that band. This gives

G(z) = (z − a + R)/(2b²).

The root changes sign. With this sign G tends to zero as z → −∞, as the integral does; with the other sign the formula would diverge.

Above the band, z − a − b²G = (z − a + R)/2, and so

G(z − a − b²G) = ((z − a)² − R²)/(4b²) = 1.

This is the closure condition of a semi-infinite chain with constant site energy a and hopping b: if G is the diagonal element of the resolvent at the first site, removing that site leaves an identical chain, so the same G appears on both sides of G = 1/(z − a − b²G). The semi-elliptic ρ is the local density of states at the end of this chain, not at a site deep inside it.

## What the Lean theorems say

`density a b x` is ρ(x), and `resolvent a b z` is the integral over the band, with all quantities real. The theorem `unit_band_integral` is the case a = 0, b = 1 under the hypothesis `2 < z`. `resolvent_above_band` assumes `0 < b` and `a + 2 * b < z`, and `resolvent_below_band` assumes `z < a - 2 * b` instead of the latter. `resolvent_self_consistent` states the closure condition for energies above the band.

Energies inside the band, the band edges and complex energies are not treated. The semi-elliptic density is a definition here, not derived from a Hamiltonian, and its normalisation to one is not among the theorems. The chain enters only through the algebraic closure condition.

```lean
import Mathlib

open Real Set

namespace SemiEllipticTerminator

noncomputable section

/-- The semi-elliptic density of states with band centre `a` and hopping `b`,
used on the band from `a - 2b` to `a + 2b`. -/
def density (a b x : ℝ) : ℝ := √(4 * b ^ 2 - (x - a) ^ 2) / (2 * π * b ^ 2)

/-- The integral of `density a b x / (z - x)` over the band. For `b > 0` and a real energy `z`
outside the band, this is the resolvent of the semi-elliptic density. -/
def resolvent (a b z : ℝ) : ℝ :=
  ∫ x in (a - 2 * b)..(a + 2 * b), density a b x / (z - x)

/-- A closed-form candidate for the primitive of `√(4 - x²) / (z - x)`. -/
def bandPrimitive (z x : ℝ) : ℝ :=
  z * arcsin (x / 2) - √(4 - x ^ 2)
    - √(z ^ 2 - 4) * arcsin ((z * x - 4) / (2 * (z - x)))

/-- Inside the band, `arcsin (x/2)` has derivative `1/√(4 - x²)`. -/
theorem hasDerivAt_arcsin_half {x : ℝ} (h1 : -2 < x) (h2 : x < 2) :
    HasDerivAt (fun y : ℝ => arcsin (y / 2)) (1 / √(4 - x ^ 2)) x := by
  have hp : 0 < 4 - x ^ 2 := by nlinarith
  have hs : 0 < √(4 - x ^ 2) := Real.sqrt_pos.mpr hp
  have hr : √(1 - (x / 2) ^ 2) = √(4 - x ^ 2) / 2 := by
    have h : 1 - (x / 2) ^ 2 = (√(4 - x ^ 2) / 2) ^ 2 := by
      rw [div_pow √(4 - x ^ 2), Real.sq_sqrt hp.le]; ring
    rw [h, Real.sqrt_sq (by positivity)]
  have h := (Real.hasDerivAt_arcsin (x := x / 2) (by intro h; linarith)
    (by intro h; linarith)).comp x ((hasDerivAt_id' x).div_const 2)
  refine h.congr_deriv ?_
  rw [hr]
  field_simp

/-- Inside the band, `√(4 - x²)` has derivative `-x/√(4 - x²)`. -/
theorem hasDerivAt_semicircle {x : ℝ} (h1 : -2 < x) (h2 : x < 2) :
    HasDerivAt (fun y : ℝ => √(4 - y ^ 2)) (-x / √(4 - x ^ 2)) x := by
  have hp : 0 < 4 - x ^ 2 := by nlinarith
  have h : HasDerivAt (fun y : ℝ => 4 - y ^ 2) (-(2 * x)) x :=
    ((hasDerivAt_pow 2 x).const_sub 4).congr_deriv (by norm_num)
  refine (h.sqrt hp.ne').congr_deriv ?_
  rw [show -(2 * x) = 2 * (-x) by ring, mul_div_mul_left _ _ two_ne_zero]

/-- For an energy `z` above the band, `bandPrimitive z` is a primitive of
`√(4 - x²) / (z - x)` inside the band. -/
theorem hasDerivAt_bandPrimitive {z x : ℝ} (hz : 2 < z) (h1 : -2 < x) (h2 : x < 2) :
    HasDerivAt (bandPrimitive z) (√(4 - x ^ 2) / (z - x)) x := by
  have hp : 0 < 4 - x ^ 2 := by nlinarith
  have hq : 0 < z ^ 2 - 4 := by nlinarith
  have hs : 0 < √(4 - x ^ 2) := Real.sqrt_pos.mpr hp
  have hw : 0 < √(z ^ 2 - 4) := Real.sqrt_pos.mpr hq
  have hd : 0 < z - x := by linarith
  have hu : HasDerivAt (fun y : ℝ => (z * y - 4) / (2 * (z - y)))
      ((z ^ 2 - 4) / (2 * (z - x) ^ 2)) x := by
    refine ((((hasDerivAt_id' x).const_mul z).sub_const 4).fun_div
      (((hasDerivAt_id' x).const_sub z).const_mul 2) (by positivity)).congr_deriv ?_
    field_simp
    ring
  -- the argument of the second arcsine stays strictly between -1 and 1
  have hsq : 1 - ((z * x - 4) / (2 * (z - x))) ^ 2
      = (√(z ^ 2 - 4) * √(4 - x ^ 2) / (2 * (z - x))) ^ 2 := by
    rw [div_pow (√(z ^ 2 - 4) * √(4 - x ^ 2)), mul_pow √(z ^ 2 - 4),
      Real.sq_sqrt hq.le, Real.sq_sqrt hp.le]
    field_simp
    ring
  have hpos : 0 < 1 - ((z * x - 4) / (2 * (z - x))) ^ 2 := by
    rw [hsq]; positivity
  have ha := ((Real.hasDerivAt_arcsin (x := (z * x - 4) / (2 * (z - x)))
    (by intro h; rw [h] at hpos; norm_num at hpos)
    (by intro h; rw [h] at hpos; norm_num at hpos)).comp x hu).const_mul √(z ^ 2 - 4)
  rw [hsq, Real.sqrt_sq (by positivity)] at ha
  have key : ∀ w s d c : ℝ, w ≠ 0 → s ≠ 0 → d ≠ 0 →
      w * (1 / (w * s / (2 * d)) * (c / (2 * d ^ 2))) = c / (d * s) := by
    intro w s d c h1 h2 h3
    field_simp
  rw [key _ _ _ _ hw.ne' hs.ne' hd.ne'] at ha
  refine ((((hasDerivAt_arcsin_half h1 h2).const_mul z).fun_sub
    (hasDerivAt_semicircle h1 h2)).fun_sub ha).congr_deriv ?_
  -- combine the three terms over the common denominator
  have fin : ∀ s : ℝ, s ≠ 0 → s ^ 2 = 4 - x ^ 2 →
      z * (1 / s) - -x / s - (z ^ 2 - 4) / ((z - x) * s) = s / (z - x) := by
    intro s h0 h
    have e : s / (z - x) = s ^ 2 / ((z - x) * s) := by field_simp
    rw [e, h]
    field_simp
    ring
  exact fin _ hs.ne' (Real.sq_sqrt hp.le)

/-- For `z > 2`, the resolvent integral of the semi-elliptic density on `[-2, 2]`
equals `(z - √(z² - 4)) / 2`. -/
theorem unit_band_integral {z : ℝ} (hz : 2 < z) :
    ∫ x in (-2 : ℝ)..2, √(4 - x ^ 2) / (2 * π * (z - x)) = (z - √(z ^ 2 - 4)) / 2 := by
  have hu : ContinuousOn (fun x : ℝ => (z * x - 4) / (2 * (z - x))) (Icc (-2) 2) :=
    ContinuousOn.div (by fun_prop) (by fun_prop)
      (fun x hx => by have := hx.2; exact ne_of_gt (by linarith))
  have h4 : ContinuousOn (fun x : ℝ => √(z ^ 2 - 4) *
      arcsin ((z * x - 4) / (2 * (z - x)))) (Icc (-2) 2) :=
    continuousOn_const.mul (Real.continuous_arcsin.comp_continuousOn hu)
  have h3 : Continuous (fun x : ℝ => z * arcsin (x / 2) - √(4 - x ^ 2)) :=
    (continuous_const.mul (Real.continuous_arcsin.comp
      (continuous_id.div_const 2))).sub (by fun_prop)
  have hi : ContinuousOn (fun x : ℝ => √(4 - x ^ 2) / (z - x)) (Icc (-2) 2) :=
    ContinuousOn.div (by fun_prop) (by fun_prop)
      (fun x hx => by have := hx.2; exact ne_of_gt (by linarith))
  have hF := intervalIntegral.integral_eq_sub_of_hasDerivAt_of_le
    (f := bandPrimitive z) (by norm_num : (-2 : ℝ) ≤ 2) (h3.continuousOn.sub h4)
    (fun x hx => hasDerivAt_bandPrimitive hz hx.1 hx.2)
    (hi.intervalIntegrable_of_Icc (by norm_num))
  -- both arcsines run from -π/2 to π/2 across the band
  have e1 : bandPrimitive z 2 = z * (π / 2) - √(z ^ 2 - 4) * (π / 2) := by
    have h : (z * 2 - 4) / (2 * (z - 2)) = 1 := by
      rw [div_eq_iff (ne_of_gt (by linarith))]; ring
    unfold bandPrimitive
    rw [h, show (2 : ℝ) / 2 = 1 by norm_num, show (4 : ℝ) - 2 ^ 2 = 0 by norm_num,
      Real.sqrt_zero, Real.arcsin_one]
    ring
  have e2 : bandPrimitive z (-2) = -(z * (π / 2)) + √(z ^ 2 - 4) * (π / 2) := by
    have h : (z * (-2) - 4) / (2 * (z - (-2))) = -1 := by
      rw [div_eq_iff (ne_of_gt (by linarith))]; ring
    unfold bandPrimitive
    rw [h, show (-2 : ℝ) / 2 = -1 by norm_num, show (4 : ℝ) - (-2) ^ 2 = 0 by norm_num,
      Real.sqrt_zero, Real.arcsin_neg_one]
    ring
  have hc : (fun x : ℝ => √(4 - x ^ 2) / (2 * π * (z - x)))
      = fun x => 1 / (2 * π) * (√(4 - x ^ 2) / (z - x)) := by
    funext x
    rw [div_mul_div_comm, one_mul]
  rw [hc, intervalIntegral.integral_const_mul, hF, e1, e2]
  have := Real.pi_ne_zero
  field_simp
  ring

/-- In units of the hopping, measured from the band centre, the density takes the
form `√(4 - x²) / (2πb)`. -/
theorem density_scaled {b : ℝ} (hb : 0 < b) (a x : ℝ) :
    density a b (b * x + a) = √(4 - x ^ 2) / (2 * π * b) := by
  have h : 4 * b ^ 2 - (b * x + a - a) ^ 2 = b ^ 2 * (4 - x ^ 2) := by ring
  unfold density
  rw [h, Real.sqrt_mul (sq_nonneg b), Real.sqrt_sq hb.le]
  have := Real.pi_ne_zero
  field_simp


/-- Above the band, the resolvent of the semi-elliptic density is the square-root
terminator, for any band centre `a` and hopping `b > 0`. -/
theorem resolvent_above_band {a b z : ℝ} (hb : 0 < b) (hz : a + 2 * b < z) :
    resolvent a b z = (z - a - √((z - a) ^ 2 - 4 * b ^ 2)) / (2 * b ^ 2) := by
  have hy : 2 < (z - a) / b := by rw [lt_div_iff₀ hb]; linarith
  have h := intervalIntegral.smul_integral_comp_mul_add (a := -2) (b := 2)
    (fun x => density a b x / (z - x)) b a
  rw [show b * (-2) + a = a - 2 * b by ring, show b * 2 + a = a + 2 * b by ring] at h
  -- rescale the energy to the band [-2, 2]
  have hc : ∫ x in (-2 : ℝ)..2, density a b (b * x + a) / (z - (b * x + a))
      = ∫ x in (-2 : ℝ)..2, 1 / b ^ 2 * (√(4 - x ^ 2) / (2 * π * ((z - a) / b - x))) := by
    refine intervalIntegral.integral_congr fun x hx => ?_
    rw [Set.uIcc_of_le (by norm_num)] at hx
    have hd : (z - a) / b - x ≠ 0 := ne_of_gt (by linarith [hx.2])
    have e : z - (b * x + a) = b * ((z - a) / b - x) := by
      rw [mul_sub, mul_div_cancel₀ _ hb.ne']; ring
    change density a b (b * x + a) / (z - (b * x + a)) = _
    rw [density_scaled hb, e, div_div, div_mul_div_comm, one_mul]
    congr 1
    ring
  have hr : √(((z - a) / b) ^ 2 - 4) = √((z - a) ^ 2 - 4 * b ^ 2) / b := by
    have e : ((z - a) / b) ^ 2 - 4 = ((z - a) ^ 2 - 4 * b ^ 2) / b ^ 2 := by
      field_simp
    rw [e, Real.sqrt_div' _ (sq_nonneg b), Real.sqrt_sq hb.le]
  unfold resolvent
  rw [← h, hc, intervalIntegral.integral_const_mul, unit_band_integral hy, hr, smul_eq_mul]
  field_simp

/-- Reflecting the energy axis reverses the sign of the resolvent. -/
theorem resolvent_reflect (a b z : ℝ) : resolvent a b z = -resolvent (-a) b (-z) := by
  have h := intervalIntegral.integral_comp_neg (a := -a - 2 * b) (b := -a + 2 * b)
    (fun x => density a b x / (z - x))
  rw [show -(-a + 2 * b) = a - 2 * b by ring,
    show -(-a - 2 * b) = a + 2 * b by ring] at h
  unfold resolvent
  rw [← h, ← intervalIntegral.integral_neg]
  refine intervalIntegral.integral_congr fun x _ => ?_
  change density a b (-x) / (z - -x) = -(density (-a) b x / (-z - x))
  have hd : density a b (-x) = density (-a) b x := by
    unfold density
    rw [show (-x - a) ^ 2 = (x - -a) ^ 2 by ring]
  rw [hd, ← div_neg]
  congr 1
  ring

/-- Below the band, the resolvent is given by the same formula with the opposite
sign of the square root. -/
theorem resolvent_below_band {a b z : ℝ} (hb : 0 < b) (hz : z < a - 2 * b) :
    resolvent a b z = (z - a + √((z - a) ^ 2 - 4 * b ^ 2)) / (2 * b ^ 2) := by
  rw [resolvent_reflect, resolvent_above_band hb (by linarith),
    show (-z - -a) ^ 2 = (z - a) ^ 2 by ring]
  ring

/-- Above the band, the resolvent `G` satisfies the closure condition
`G (z - a - b² G) = 1` of a recursion chain with constant coefficients. -/
theorem resolvent_self_consistent {a b z : ℝ} (hb : 0 < b) (hz : a + 2 * b < z) :
    resolvent a b z * (z - a - b ^ 2 * resolvent a b z) = 1 := by
  have hw : √((z - a) ^ 2 - 4 * b ^ 2) ^ 2 = (z - a) ^ 2 - 4 * b ^ 2 :=
    Real.sq_sqrt (by nlinarith)
  rw [resolvent_above_band hb hz]
  generalize √((z - a) ^ 2 - 4 * b ^ 2) = w at hw ⊢
  have h : z - a - b ^ 2 * ((z - a - w) / (2 * b ^ 2)) = (z - a + w) / 2 := by
    field_simp
    ring
  rw [h, div_mul_div_comm, div_eq_iff (by positivity)]
  linear_combination -hw

end

end SemiEllipticTerminator
```

```lean
#print axioms SemiEllipticTerminator.resolvent_above_band
-- 'SemiEllipticTerminator.resolvent_above_band' depends on axioms: [propext, Classical.choice, Quot.sound]
#print axioms SemiEllipticTerminator.resolvent_below_band
-- 'SemiEllipticTerminator.resolvent_below_band' depends on axioms: [propext, Classical.choice, Quot.sound]
#print axioms SemiEllipticTerminator.resolvent_self_consistent
-- 'SemiEllipticTerminator.resolvent_self_consistent' depends on axioms: [propext, Classical.choice, Quot.sound]
```

## How the proof follows the calculation

`hasDerivAt_arcsin_half` and `hasDerivAt_semicircle` supply the two simple derivatives. In `hasDerivAt_bandPrimitive`, `hu` is the formula for u′ and `hsq` is the factorisation of 1 − u². The latter also shows that u stays strictly between −1 and 1, where arcsine is differentiable. The final identity `fin` puts the terms over a common denominator and uses s² = 4 − x².

The arcsines are not differentiable at the band edges. `unit_band_integral` therefore uses a form of the fundamental theorem of calculus that asks for continuity on the closed interval, a derivative only in its interior, and an integrable derivative. Since z lies outside the band, the integrand is continuous up to both edges. The values F(2) and F(−2) are `e1` and `e2`.

`density_scaled` rescales the density, and `resolvent_above_band` combines it with the linear change of variable and the unit-band result. `resolvent_reflect` carries out the reflection, from which `resolvent_below_band` follows. For the closure condition, the proof replaces the root by a symbol `w`, keeps only the value of its square, and finishes by algebra.

## The terminator in a recursion code

For non-interacting electrons, a recursion calculation yields site energies a₀, a₁, … and hoppings b₁, b₂, … up to some level N. If they have settled near constants a and b, the rest of the chain is replaced by the terminator G, and the diagonal element G₀ of the resolvent at the starting orbital becomes

G₀(z) = 1/(z − a₀ − b₁²/(z − a₁ − … − b_N² G(z))).

The code evaluates G first and works back from level N − 1 to level 0. Far above the band, z − a and R nearly cancel, and the equivalent form

G(z) = 2/(z − a + R)

avoids the loss of digits.

To plot a density of states one uses z = E + iη with small η > 0, which goes beyond the real energies of the theorems. Writing the root as √(z − a − 2b) · √(z − a + 2b), with principal square roots, selects the decaying branch. The two real-energy formulas make a convenient test of that choice, since the product must tend to +R above the band and to −R below it.
